# Normal-mode sums for the harmonic lattice response and a rank-one determinant ratio of force constants

Take one ion of mass $\mu$ and charge $Z$ on an undamped spring of constant $k$. In an electric field of frequency $\omega$, its steady-state dipole per unit field is $Z^2/(k-\omega^2\mu)$. Its mass-normalised mode is $u=1/\sqrt\mu$, with $w^2=k/\mu$, so away from resonance

$$\frac{Z^2}{k-\omega^2\mu}=\frac{(Zu)^2}{w^2-\omega^2}.$$

At $\omega=0$, stiffening the spring by $cz^2$ multiplies $k$ by $1+cz^2/k=1+c(zu)^2/w^2$. With $n$ coordinates, normal modes turn the response into a sum over $n$ such oscillators.

## The response and determinant identities

Let $K$ be the force-constant matrix, $M$ the mass matrix and $Z$ the $n\times d$ matrix of effective charges. Assume $n$ modes with real $w_m$, $Ku_m=w_m^2Mu_m$ and $u_m^TMu_l=\delta_{ml}$. Write $p_m=Z^Tu_m$ for the mode dipoles. If $\omega^2\ne w_m^2$ for every $m$, then

$$Z^T(K-\omega^2M)^{-1}Z=\sum_m\frac{p_mp_m^T}{w_m^2-\omega^2}.$$

If no $w_m$ vanishes, the static response $Z^TK^{-1}Z$ is positive semidefinite, and for real $c$ and $z\in\mathbb R^n$

$$\frac{\det(K+czz^T)}{\det K}=1+c\sum_m\frac{(z\cdot u_m)^2}{w_m^2}.$$

## Ionic dielectric response in phonon codes

For a finite, undamped harmonic model, the first identity lets a code assemble the ionic response from phonon modes instead of solving $(K-\omega^2M)X=Z$ at each frequency. Comparing the two routes tests the mode normalisation.

One possible error is to insert unit eigenvectors $e_m$ of $M^{-1/2}KM^{-1/2}$ where the formula needs $u_m=M^{-1/2}e_m$. For the single ion, this multiplies the response by $\mu$.

## Derivation by diagonalisation

Let $U$ have rows $u_m^T$, and put $A=K-\omega^2M$. The mode equations give

$$UMU^T=1,\qquad UAU^T=D=\operatorname{diag}(w_m^2-\omega^2).$$

Taking determinants gives $(\det U)^2\det M=1$ and $(\det U)^2\det A=\det D$, hence
$$\det A=\det M\prod_m(w_m^2-\omega^2).$$

Off resonance $D$ is invertible, so $A^{-1}=U^TD^{-1}U$. Multiplying by $Z^T$ and $Z$ gives the mode sum, because the rows of $UZ$ are $p_m^T$. At $\omega=0$, let $G$ have rows $p_m^T/w_m$. Then $Z^TK^{-1}Z=G^TG$, and $x^TG^TGx=|Gx|^2\ge0$.

For the rank-one coupling,

$$\det(A+czz^T)=\det A\,\det(1+cA^{-1}zz^T)=\det A\,(1+cz^TA^{-1}z).$$

Inserting the mode sum with $z$ as a single charge column gives the determinant factor; $\omega=0$ gives the static ratio. If the coupled system has modes with real frequencies $W_m$ and the same $M$, then $\det(K+czz^T)=\det M\prod_mW_m^2$. Dividing by $\det K=\det M\prod_mw_m^2$ shows that $\prod_mW_m^2/\prod_mw_m^2$ equals the same factor.

Finally, if $K$ is positive definite, $0<u_m^TKu_m=w_m^2$, so every frequency is nonzero.

In Lean 4 with Mathlib:

```lean
import Mathlib

open Matrix

namespace LatticeDielectric

noncomputable section

variable {n d : Type*} [Fintype n] [DecidableEq n]

/-- The vectors `u m` are normal modes with frequencies `w m` for the force constants `K` and
the mass matrix `M`: they solve `K u = w² M u` and are orthonormal with respect to `M`. -/
structure NormalModes (K M : Matrix n n ℝ) (u : n → n → ℝ) (w : n → ℝ) : Prop where
  eigen : ∀ m, K *ᵥ u m = (w m ^ 2) • (M *ᵥ u m)
  orth : ∀ m l, u m ⬝ᵥ M *ᵥ u l = if m = l then 1 else 0

/-- The lattice response `Zᵀ (K - ω² M)⁻¹ Z` at frequency `ω`, for effective charges `Z`. Where
`K - ω² M` is not invertible, Lean's matrix inverse is `0`, and so is this value. -/
def latticeResponse (K M : Matrix n n ℝ) (Z : Matrix n d ℝ) (ω : ℝ) : Matrix d d ℝ :=
  Zᵀ * (K - ω ^ 2 • M)⁻¹ * Z

variable {K M : Matrix n n ℝ} {u : n → n → ℝ} {w : n → ℝ}

/-- If the force-constant matrix is positive definite, no normal mode has zero frequency. -/
theorem NormalModes.freq_ne_zero (h : NormalModes K M u w) (hK : K.PosDef) (m : n) :
    w m ≠ 0 := by
  intro hw
  have hu : u m ≠ 0 := by
    intro h0
    have h1 := h.orth m m
    simp [h0] at h1
  have hpos := hK.dotProduct_mulVec_pos hu
  rw [h.eigen m, hw] at hpos
  simp at hpos

/-- In normal coordinates the mass matrix becomes the identity and `K - ω² M` becomes diagonal
with entries `w m² - ω²`. -/
theorem NormalModes.congruence (h : NormalModes K M u w) (ω : ℝ) :
    Matrix.of u * M * (Matrix.of u)ᵀ = 1 ∧
    Matrix.of u * (K - ω ^ 2 • M) * (Matrix.of u)ᵀ =
      Matrix.diagonal (fun m => w m ^ 2 - ω ^ 2) := by
  have key : ∀ (A : Matrix n n ℝ) (m l : n),
      (Matrix.of u * A * (Matrix.of u)ᵀ) m l = u m ⬝ᵥ A *ᵥ u l := by
    intro A m l
    rw [Matrix.mul_assoc]
    simp only [Matrix.mul_apply, dotProduct, Matrix.mulVec, Matrix.transpose_apply,
      Matrix.of_apply]
  have hM : Matrix.of u * M * (Matrix.of u)ᵀ = 1 := by
    ext m l
    rw [key, h.orth, Matrix.one_apply]
  refine ⟨hM, ?_⟩
  rw [Matrix.mul_sub, Matrix.sub_mul, Matrix.mul_smul, Matrix.smul_mul, hM]
  ext m l
  rw [Matrix.sub_apply, key, h.eigen, dotProduct_smul, h.orth]
  by_cases hml : m = l
  · subst hml
    simp
  · simp [hml]

/-- The mass matrix is invertible, and the secular determinant factorises over the modes:
`det (K - ω² M) = det M ∏ (w m² - ω²)`. -/
theorem NormalModes.secular_det (h : NormalModes K M u w) (ω : ℝ) :
    M.det ≠ 0 ∧ (K - ω ^ 2 • M).det = M.det * ∏ m, (w m ^ 2 - ω ^ 2) := by
  obtain ⟨hM, hD⟩ := h.congruence ω
  have h1 := congrArg Matrix.det hM
  have h2 := congrArg Matrix.det hD
  rw [Matrix.det_mul, Matrix.det_mul, Matrix.det_transpose] at h1 h2
  rw [Matrix.det_one] at h1
  rw [Matrix.det_diagonal] at h2
  constructor
  · intro h0
    simp [h0] at h1
  · linear_combination (-(K - ω ^ 2 • M).det) * h1 + M.det * h2

/-- Away from every resonance, the inverse of `K - ω² M` is the sum over modes with weights
`1 / (w m² - ω²)`, written here as a matrix product. -/
theorem NormalModes.green (h : NormalModes K M u w) {ω : ℝ} (hω : ∀ m, w m ^ 2 ≠ ω ^ 2) :
    (K - ω ^ 2 • M)⁻¹ =
      (Matrix.of u)ᵀ * Matrix.diagonal (fun m => 1 / (w m ^ 2 - ω ^ 2)) * Matrix.of u := by
  obtain ⟨hM, hD⟩ := h.congruence ω
  -- completeness of the modes
  have hinv : M * (Matrix.of u)ᵀ * Matrix.of u = 1 := by
    rw [mul_eq_one_comm, ← Matrix.mul_assoc]
    exact hM
  have hE : Matrix.diagonal (fun m => w m ^ 2 - ω ^ 2) *
      Matrix.diagonal (fun m => 1 / (w m ^ 2 - ω ^ 2)) = 1 := by
    rw [Matrix.diagonal_mul_diagonal, ← Matrix.diagonal_one]
    congr 1
    funext m
    exact mul_one_div_cancel (sub_ne_zero.2 (hω m))
  apply Matrix.inv_eq_right_inv
  generalize Matrix.diagonal (fun m => 1 / (w m ^ 2 - ω ^ 2)) = E at hE ⊢
  generalize K - ω ^ 2 • M = A at hD ⊢
  calc A * ((Matrix.of u)ᵀ * E * Matrix.of u)
      = (M * (Matrix.of u)ᵀ * Matrix.of u) * (A * ((Matrix.of u)ᵀ * E * Matrix.of u)) := by
        rw [hinv, Matrix.one_mul]
    _ = M * (Matrix.of u)ᵀ * ((Matrix.of u * A * (Matrix.of u)ᵀ) * E) * Matrix.of u := by
        simp only [Matrix.mul_assoc]
    _ = 1 := by rw [hD, hE, Matrix.mul_one, hinv]

/-- Away from every resonance, the lattice response is a sum over modes of the outer product
of the mode dipole `Zᵀ u m` with itself, divided by `w m² - ω²`. -/
theorem latticeResponse_eq_sum (h : NormalModes K M u w) (Z : Matrix n d ℝ) {ω : ℝ}
    (hω : ∀ m, w m ^ 2 ≠ ω ^ 2) :
    latticeResponse K M Z ω =
      ∑ m, (1 / (w m ^ 2 - ω ^ 2)) • vecMulVec (Zᵀ *ᵥ u m) (Zᵀ *ᵥ u m) := by
  have hPZ : ∀ m a, (Matrix.of u * Z) m a = (Zᵀ *ᵥ u m) a := by
    intro m a
    simp [Matrix.mul_apply, Matrix.mulVec, dotProduct, mul_comm]
  have hG : ∀ E : Matrix n n ℝ, Zᵀ * ((Matrix.of u)ᵀ * E * Matrix.of u) * Z =
      (Matrix.of u * Z)ᵀ * E * (Matrix.of u * Z) := by
    intro E
    simp only [Matrix.transpose_mul, Matrix.mul_assoc]
  rw [latticeResponse, h.green hω, hG]
  ext a b
  rw [Matrix.mul_apply, Matrix.sum_apply]
  refine Finset.sum_congr rfl fun m _ => ?_
  rw [Matrix.mul_diagonal, Matrix.transpose_apply, hPZ, hPZ, Matrix.smul_apply,
    vecMulVec_apply, smul_eq_mul]
  ring

/-- If no mode has zero frequency, the static response `Zᵀ K⁻¹ Z` is the sum of the mode-dipole
outer products divided by `w m²`, and it is positive semidefinite. -/
theorem static_response [Fintype d] (h : NormalModes K M u w) (hw : ∀ m, w m ≠ 0)
    (Z : Matrix n d ℝ) :
    Zᵀ * K⁻¹ * Z = ∑ m, (1 / w m ^ 2) • vecMulVec (Zᵀ *ᵥ u m) (Zᵀ *ᵥ u m) ∧
    (Zᵀ * K⁻¹ * Z).PosSemidef := by
  have hsum : Zᵀ * K⁻¹ * Z =
      ∑ m, (1 / w m ^ 2) • vecMulVec (Zᵀ *ᵥ u m) (Zᵀ *ᵥ u m) := by
    have h0 := latticeResponse_eq_sum h Z (ω := 0) (fun m => by simpa using hw m)
    simpa [latticeResponse] using h0
  refine ⟨hsum, ?_⟩
  -- the sum is the Gram matrix of the dipoles divided by the frequencies
  let G : Matrix n d ℝ := Matrix.of fun m a => (Zᵀ *ᵥ u m) a / w m
  have hG : Zᵀ * K⁻¹ * Z = Gᴴ * G := by
    rw [hsum]
    ext a b
    rw [Matrix.sum_apply, Matrix.mul_apply]
    refine Finset.sum_congr rfl fun m _ => ?_
    rw [Matrix.smul_apply, vecMulVec_apply, smul_eq_mul, Matrix.conjTranspose_apply,
      star_trivial]
    simp only [G, Matrix.of_apply]
    ring
  rw [hG]
  exact Matrix.posSemidef_conjTranspose_mul_self G

/-- Away from every resonance, a polar coupling `c z zᵀ` multiplies the secular determinant
by `1 + c ∑ (z · u m)² / (w m² - ω²)`. -/
theorem det_add_polar (h : NormalModes K M u w) {ω : ℝ} (hω : ∀ m, w m ^ 2 ≠ ω ^ 2)
    (c : ℝ) (z : n → ℝ) :
    (K - ω ^ 2 • M + c • vecMulVec z z).det =
      (K - ω ^ 2 • M).det * (1 + c * ∑ m, (z ⬝ᵥ u m) ^ 2 / (w m ^ 2 - ω ^ 2)) := by
  have hA : IsUnit (K - ω ^ 2 • M).det := by
    obtain ⟨hM, hdet⟩ := h.secular_det ω
    rw [hdet]
    exact (mul_ne_zero hM (Finset.prod_ne_zero_iff.2 fun m _ => sub_ne_zero.2 (hω m))).isUnit
  let Z : Matrix n Unit ℝ := Matrix.of fun i _ => z i
  have hz : Z * (c • Zᵀ) = c • vecMulVec z z := by
    ext i j
    rw [Matrix.mul_smul, Matrix.smul_apply, Matrix.smul_apply, Matrix.mul_apply]
    simp [Z, vecMulVec_apply]
  have hs : (Zᵀ * (K - ω ^ 2 • M)⁻¹ * Z) default default =
      ∑ m, (z ⬝ᵥ u m) ^ 2 / (w m ^ 2 - ω ^ 2) := by
    have hr := latticeResponse_eq_sum h Z hω
    rw [latticeResponse] at hr
    rw [hr, Matrix.sum_apply]
    refine Finset.sum_congr rfl fun m _ => ?_
    have hu : (Zᵀ *ᵥ u m) default = z ⬝ᵥ u m := rfl
    rw [Matrix.smul_apply, vecMulVec_apply, hu, smul_eq_mul]
    ring
  -- factor out `K - ω² M` and reduce to a one-by-one determinant
  have hfac : K - ω ^ 2 • M + c • vecMulVec z z =
      (K - ω ^ 2 • M) * (1 + ((K - ω ^ 2 • M)⁻¹ * Z) * (c • Zᵀ)) := by
    rw [Matrix.mul_add, Matrix.mul_one, ← Matrix.mul_assoc, ← Matrix.mul_assoc,
      Matrix.mul_nonsing_inv _ hA, Matrix.one_mul, hz]
  rw [hfac, Matrix.det_mul, Matrix.det_one_add_mul_comm, Matrix.smul_mul,
    ← Matrix.mul_assoc, Matrix.det_unique (1 + c • (Zᵀ * (K - ω ^ 2 • M)⁻¹ * Z)),
    Matrix.add_apply, Matrix.one_apply_eq,
    Matrix.smul_apply, hs, smul_eq_mul]

/-- If no mode has zero frequency, the polar coupling changes the determinant of the force
constants by the ratio `1 + c ∑ (z · u m)² / w m²`. -/
theorem static_det_ratio (h : NormalModes K M u w) (hw : ∀ m, w m ≠ 0) (c : ℝ) (z : n → ℝ) :
    (K + c • vecMulVec z z).det / K.det = 1 + c * ∑ m, (z ⬝ᵥ u m) ^ 2 / w m ^ 2 := by
  have hK : K.det ≠ 0 := by
    obtain ⟨hM, hdet⟩ := h.secular_det 0
    have e : K - (0 : ℝ) ^ 2 • M = K := by simp
    rw [e] at hdet
    rw [hdet]
    exact mul_ne_zero hM (Finset.prod_ne_zero_iff.2 fun m _ => by simpa using hw m)
  have h0 := det_add_polar h (ω := 0) (fun m => by simpa using hw m) c z
  rw [div_eq_iff hK, mul_comm]
  simpa using h0

/-- Let `w` be the mode frequencies, all nonzero, without the polar coupling `c z zᵀ` and `W` those
with it, for the same masses. Then `∏ W m² / ∏ w m² = 1 + c ∑ (z · u m)² / w m²`. -/
theorem frequency_product_ratio {v : n → n → ℝ} {W : n → ℝ} {c : ℝ} {z : n → ℝ}
    (h : NormalModes K M u w) (hw : ∀ m, w m ≠ 0)
    (h' : NormalModes (K + c • vecMulVec z z) M v W) :
    (∏ m, W m ^ 2) / (∏ m, w m ^ 2) = 1 + c * ∑ m, (z ⬝ᵥ u m) ^ 2 / w m ^ 2 := by
  have h1 : K.det = M.det * ∏ m, w m ^ 2 := by
    simpa using (h.secular_det 0).2
  have h2 : (K + c • vecMulVec z z).det = M.det * ∏ m, W m ^ 2 := by
    simpa using (h'.secular_det 0).2
  rw [← static_det_ratio h hw c z, h1, h2, mul_div_mul_left _ _ (h.secular_det 0).1]

/-- Two oscillators of mass 2, each bound by a spring of constant 2 and joined by a spring of
constant 3, have an in-phase mode of frequency 1 and an out-of-phase mode of frequency 2. -/
theorem normalModes_witness :
    NormalModes !![5, -3; -3, 5] !![2, 0; 0, 2]
      ![![1 / 2, 1 / 2], ![1 / 2, -1 / 2]] ![1, 2] := by
  constructor
  · intro m
    ext i
    fin_cases m <;> fin_cases i <;>
      simp [Matrix.mulVec, dotProduct, Fin.sum_univ_succ] <;> norm_num
  · intro m l
    fin_cases m <;> fin_cases l <;>
      simp [Matrix.mulVec, dotProduct, Fin.sum_univ_succ] <;> norm_num

end

end LatticeDielectric
```

```lean
#print axioms LatticeDielectric.NormalModes.freq_ne_zero
#print axioms LatticeDielectric.static_response
#print axioms LatticeDielectric.static_det_ratio
#print axioms LatticeDielectric.frequency_product_ratio
```

```
'LatticeDielectric.NormalModes.freq_ne_zero' depends on axioms: [propext, Classical.choice, Quot.sound]
'LatticeDielectric.static_response' depends on axioms: [propext, Classical.choice, Quot.sound]
'LatticeDielectric.static_det_ratio' depends on axioms: [propext, Classical.choice, Quot.sound]
'LatticeDielectric.frequency_product_ratio' depends on axioms: [propext, Classical.choice, Quot.sound]
```

## Assumed modes, proved identities

`NormalModes` contains the eigenvalue equation and mass orthonormality. Coordinates and modes share the finite index type `n`, which makes the set complete. The existence of the modes is a hypothesis. `Matrix.of u` is $U$, `vecMulVec` is the outer product, and `latticeResponse` is the response without volume prefactor or electronic part.

`congruence` diagonalises both matrices, and `secular_det` takes determinants. `green` obtains completeness, $MU^TU=1$, by `mul_eq_one_comm` and verifies the proposed inverse. `latticeResponse_eq_sum` contracts it with the charges; `static_response` builds `G`. `det_add_polar` factors out $A$ and uses `Matrix.det_one_add_mul_comm` to reach a one-by-one determinant. `static_det_ratio` sets $\omega=0$, and `frequency_product_ratio` compares two secular determinants. `freq_ne_zero` handles positive definite $K$, and `normalModes_witness` supplies a two-oscillator example.

Real `w` excludes unstable modes with $w_m^2<0$. Translational modes of a free crystal have $w_m=0$, so the static theorems do not cover it as it stands; they can be applied in a reduced set of coordinates from which these modes have been removed. The matrices are real, which leaves out complex dynamical matrices at general wavevectors.

The frequency product has the algebraic form of a Lyddane–Sachs–Teller relation. Reading its right-hand side as a ratio of static to high-frequency dielectric constants requires electrostatics to fix $c$ and $z$; here they need only leave the coupled frequencies $W_m$ real.
